# Density shift and density-driven error under quadratic energy growth and a Lipschitz functional error

Let X be a metric space of densities with exact energy E and exact ground-state density x0, and suppose that for some μ > 0 and every density y

E(y) ≥ E(x0) + μ dist(y, x0)²/2.

Let the functional error D be L-Lipschitz, and let x1 minimize the approximate energy F = E + D. Then

dist(x1, x0) ≤ 2L/μ and −L²/(2μ) ≤ F(x1) − F(x0) ≤ 0.

The difference F(x1) − F(x0) is the density-driven error: the part of the energy error that comes from evaluating F at its own density x1 and not at the exact density x0. The stiffness μ sets a lower limit on the energy it costs to deform the exact density. The constant L limits how strongly the functional error, for instance self-interaction, can push on the density.

## From minimality to the two bounds

Write d = dist(x1, x0). Since x1 minimizes F, E(x1) + D(x1) ≤ E(x0) + D(x0). Together with the growth of E and the Lipschitz bound this gives

μd²/2 ≤ E(x1) − E(x0) ≤ D(x0) − D(x1) ≤ Ld.

If d = 0, the density bound is immediate. If d > 0, division by μd/2 gives d ≤ 2L/μ.

For the energy, the same growth and Lipschitz estimates yield

F(x1) − F(x0) ≥ μd²/2 − Ld = (μd − L)²/(2μ) − L²/(2μ) ≥ −L²/(2μ).

The upper bound F(x1) − F(x0) ≤ 0 is minimality again.

If F also grows quadratically about x1 with the same μ, then F(x0) ≥ F(x1) + μd²/2. Adding the growth of E about x0 gives μd² ≤ D(x0) − D(x1) ≤ Ld, so d ≤ L/μ.

The total energy error is

F(x1) − E(x0) = D(x0) + [F(x1) − F(x0)],

and therefore lies in [D(x0) − L²/(2μ), D(x0)].

For two systems with bounds B = L²/(2μ) and B′ = L′²/(2μ′), the density-driven errors lie in [−B, 0] and [−B′, 0]. Their difference lies in [−B, B′], so its absolute value is at most max(B, B′).

## A flat energy lets the density run away

Without quadratic growth both bounds can fail. Take X = [0, R], E = 0, D(x) = −Lx with L > 0, and x0 = 0. Then x0 minimizes E and D is L-Lipschitz, but F has its minimum at x1 = R. The density shift is R and the density-driven error is −LR. For any proposed μ > 0, a choice R > 2L/μ violates both bounds. This example is a calculation by hand and has no theorem in the Lean file.

## Densities, energies and errors in Lean

The types `X` and `Y` are arbitrary metric spaces, so they can hold the densities of two different systems. Any constraint, such as a fixed electron number, must be built into the space, and the chosen distance fixes the meaning and units of μ and L.

```lean
import Mathlib

open scoped NNReal

namespace DensityDrivenError

noncomputable section

variable {X Y : Type*} [MetricSpace X] [MetricSpace Y]
```

`QuadraticGrowth E μ x0` is the growth condition, required at every density and not only near x0.

```lean
/-- The energy `E` rises at least quadratically, with stiffness `μ`, away from the density `x0`. -/
def QuadraticGrowth (E : X → ℝ) (μ : ℝ) (x0 : X) : Prop :=
  ∀ y, E x0 + μ * dist y x0 ^ 2 / 2 ≤ E y
```

`IsGroundState F x` says that x is a global minimizer; it does not say that x is unique.

```lean
/-- The density `x` minimizes the energy functional `F`. -/
def IsGroundState (F : X → ℝ) (x : X) : Prop :=
  ∀ y, F x ≤ F y
```

The approximate energy is the pointwise sum, so D is the error of the functional at a fixed density.

```lean
/-- The approximate energy functional: exact energy `E` plus functional error `D`. -/
def approxEnergy (E D : X → ℝ) : X → ℝ := fun x => E x + D x
```

The density-driven error compares two values of the approximate functional.

```lean
/-- The density-driven error: the approximate energy at the density `x1` minus the approximate
energy at the density `x0`. -/
def densityDrivenError (E D : X → ℝ) (x0 x1 : X) : ℝ :=
  approxEnergy E D x1 - approxEnergy E D x0
```

For μ ≥ 0, quadratic growth already makes x0 a ground state of E, because the added term is nonnegative. For μ > 0, as in the bounds below, x0 is the only minimizing density, so a system whose degenerate ground states have different densities is excluded.

```lean
/-- A density about which the energy grows quadratically is a ground state. -/
theorem QuadraticGrowth.isGroundState {E : X → ℝ} {μ : ℝ} {x0 : X} (hμ : 0 ≤ μ)
    (h : QuadraticGrowth E μ x0) : IsGroundState E x0 := by
  intro y
  have h1 := h y
  have h2 : 0 ≤ μ * dist y x0 ^ 2 / 2 := by positivity
  linarith
```

## The Lipschitz step and the division by distance

`LipschitzWith L D` takes L as a nonnegative real, `ℝ≥0`. The next lemma extracts the one-sided estimate D(x0) − D(x1) ≤ Ld from the bound on the absolute value.

```lean
/-- The functional error drops from the density `x0` to the density `x1` by at most `L` times their
distance. -/
theorem functional_error_drop {D : X → ℝ} {L : ℝ≥0} (hD : LipschitzWith L D) (x0 x1 : X) :
    D x0 - D x1 ≤ L * dist x1 x0 := by
  have h := hD.dist_le_mul x0 x1
  rw [Real.dist_eq, dist_comm x0 x1] at h
  exact (le_abs_self _).trans h
```

The division by d is handled once, for an inequality ad² ≤ cd with a > 0. The proof separates d = 0 from d > 0; in the second case, assuming da > c makes d(da − c) positive, which contradicts the hypothesis.

```lean
private lemma le_div_of_quadratic {a c d : ℝ} (ha : 0 < a) (hc : 0 ≤ c) (hd : 0 ≤ d)
    (h : a * d ^ 2 ≤ c * d) : d ≤ c / a := by
  rw [le_div_iff₀ ha]
  rcases hd.eq_or_lt with h0 | h0
  · rw [← h0, zero_mul]
    exact hc
  · by_contra hlt
    have h1 := mul_pos h0 (sub_pos.2 (not_le.1 hlt))
    nlinarith
```

## The bounds for a given minimizer

The main theorem takes x1 as given: existence of a minimizer is not claimed. The growth and Lipschitz conditions are likewise assumed, not derived for Coulomb systems or for a particular density functional.

In the proof, `hgrow`, `hdrop` and `hm` are the three inequalities of the chain above. The division lemma, with a = μ and c = 2L, gives the density bound. The identity `hsq` completes the square, and `linarith` combines it with the chain.

```lean
/-- The approximate ground-state density lies within `2L/μ` of the exact one, and the
density-driven error lies between `-L²/(2μ)` and zero. -/
theorem density_and_energy_bounds {E D : X → ℝ} {μ : ℝ} {L : ℝ≥0} {x0 x1 : X} (hμ : 0 < μ)
    (hE : QuadraticGrowth E μ x0) (hD : LipschitzWith L D)
    (hmin : IsGroundState (approxEnergy E D) x1) :
    dist x1 x0 ≤ 2 * (L : ℝ) / μ ∧
      densityDrivenError E D x0 x1 ∈ Set.Icc (-((L : ℝ) ^ 2 / (2 * μ))) 0 := by
  have hgrow := hE x1
  have hdrop := functional_error_drop hD x0 x1
  have hm : E x1 + D x1 ≤ E x0 + D x0 := hmin x0
  refine ⟨?_, ?_, ?_⟩
  · -- the energy cost of the displacement is paid by the functional error
    have hL : (0 : ℝ) ≤ L := L.coe_nonneg
    exact le_div_of_quadratic hμ (by positivity) dist_nonneg (by linarith)
  · -- complete the square in the distance
    have hsq : μ * dist x1 x0 ^ 2 / 2 - L * dist x1 x0 + (L : ℝ) ^ 2 / (2 * μ)
        = (μ * dist x1 x0 - L) ^ 2 / (2 * μ) := by
      field_simp
      ring
    have hpos : 0 ≤ (μ * dist x1 x0 - L) ^ 2 / (2 * μ) := by positivity
    show -((L : ℝ) ^ 2 / (2 * μ)) ≤ (E x1 + D x1) - (E x0 + D x0)
    linarith
  · show (E x1 + D x1) - (E x0 + D x0) ≤ 0
    linarith
```

With growth about both minima, the division lemma is applied with c = L, which halves the density bound.

```lean
/-- If the approximate energy also grows quadratically about its own ground state, with the same
stiffness, the two densities are within `L/μ` of each other. -/
theorem density_bound_of_both_growth {E D : X → ℝ} {μ : ℝ} {L : ℝ≥0} {x0 x1 : X} (hμ : 0 < μ)
    (hE : QuadraticGrowth E μ x0) (hD : LipschitzWith L D)
    (hF : QuadraticGrowth (approxEnergy E D) μ x1) :
    dist x1 x0 ≤ (L : ℝ) / μ := by
  have h0 := hE x1
  have h1 : E x1 + D x1 + μ * dist x0 x1 ^ 2 / 2 ≤ E x0 + D x0 := hF x0
  rw [dist_comm x0 x1] at h1
  have hdrop := functional_error_drop hD x0 x1
  exact le_div_of_quadratic hμ L.coe_nonneg dist_nonneg (by linarith)
```

## Total errors and differences between systems

For approximate functionals in electronic structure that meet these global conditions, the next theorem separates the error D(x0) at the exact density from a self-consistency correction that can only lower the energy, by at most L²/(2μ).

```lean
/-- The total error of the self-consistent approximate energy lies between `D x0 - L²/(2μ)` and
`D x0`, the functional error at the exact density. -/
theorem total_error_mem_Icc {E D : X → ℝ} {μ : ℝ} {L : ℝ≥0} {x0 x1 : X} (hμ : 0 < μ)
    (hE : QuadraticGrowth E μ x0) (hD : LipschitzWith L D)
    (hmin : IsGroundState (approxEnergy E D) x1) :
    approxEnergy E D x1 - E x0 ∈ Set.Icc (D x0 - (L : ℝ) ^ 2 / (2 * μ)) (D x0) := by
  obtain ⟨-, hlo, hhi⟩ := density_and_energy_bounds hμ hE hD hmin
  simp only [densityDrivenError, approxEnergy] at hlo hhi ⊢
  constructor <;> linarith
```

Energy differences between materials involve two such corrections. Since neither is positive, the larger individual bound suffices. The theorem concerns only the density-driven parts; the errors D(x0) and D′(y0) enter the full energy difference separately.

```lean
/-- The density-driven errors of two systems differ by at most the larger of the two
individual bounds `L²/(2μ)`. -/
theorem energy_difference_bound {E D : X → ℝ} {E' D' : Y → ℝ} {μ μ' : ℝ} {L L' : ℝ≥0}
    {x0 x1 : X} {y0 y1 : Y} (hμ : 0 < μ) (hμ' : 0 < μ')
    (hE : QuadraticGrowth E μ x0) (hE' : QuadraticGrowth E' μ' y0)
    (hD : LipschitzWith L D) (hD' : LipschitzWith L' D')
    (hmin : IsGroundState (approxEnergy E D) x1)
    (hmin' : IsGroundState (approxEnergy E' D') y1) :
    |densityDrivenError E D x0 x1 - densityDrivenError E' D' y0 y1|
      ≤ max ((L : ℝ) ^ 2 / (2 * μ)) ((L' : ℝ) ^ 2 / (2 * μ')) := by
  obtain ⟨-, hlo, hhi⟩ := density_and_energy_bounds hμ hE hD hmin
  obtain ⟨-, hlo', hhi'⟩ := density_and_energy_bounds hμ' hE' hD' hmin'
  -- both errors are nonpositive, so the larger of the two bounds covers their difference
  have hl := le_max_left ((L : ℝ) ^ 2 / (2 * μ)) ((L' : ℝ) ^ 2 / (2 * μ'))
  have hr := le_max_right ((L : ℝ) ^ 2 / (2 * μ)) ((L' : ℝ) ^ 2 / (2 * μ'))
  rw [abs_le]
  constructor <;> linarith
```

## Models on the real line that attain the bounds

In these models, as in the flat example above, a real number takes the place of the density; they test the inequalities and do not describe physical electron densities. Both models use the linear error D(x) = Lx, whose Lipschitz property is proved first.

```lean
private lemma lipschitz_linear (L : ℝ≥0) : LipschitzWith L (fun x : ℝ => (L : ℝ) * x) := by
  refine LipschitzWith.of_dist_le_mul fun x y => ?_
  have h : |(L : ℝ) * x - L * y| = L * |x - y| := by
    rw [← mul_sub, abs_mul, abs_of_nonneg L.coe_nonneg]
  simpa only [Real.dist_eq] using h.le
```

For E(x) = μx²/2, completing the square gives

F(x) = μ(x + L/μ)²/2 − L²/(2μ).

The minimizer is −L/μ and F(0) = 0, so the lower energy bound and the improved density bound L/μ are both attained. In the Lean proof of the growth condition for F, the minimizer is replaced by a variable x of which only μx = −L is kept; the condition then holds with equality.

```lean
/-- For a harmonic energy on the real line with a linear functional error, the density-driven
error equals `-L²/(2μ)` and the density error equals `L/μ`. -/
theorem harmonic_sharp {μ : ℝ} (hμ : 0 < μ) (L : ℝ≥0) :
    let E : ℝ → ℝ := fun x => μ * x ^ 2 / 2
    let D : ℝ → ℝ := fun x => L * x
    QuadraticGrowth E μ 0 ∧ LipschitzWith L D ∧
      QuadraticGrowth (approxEnergy E D) μ (-(L / μ)) ∧
      densityDrivenError E D 0 (-(L / μ)) = -((L : ℝ) ^ 2 / (2 * μ)) ∧
      dist (-((L : ℝ) / μ)) 0 = L / μ := by
  intro E D
  have hL : (0 : ℝ) ≤ L := L.coe_nonneg
  refine ⟨?_, lipschitz_linear L, ?_, ?_, ?_⟩
  · intro y
    show μ * (0 : ℝ) ^ 2 / 2 + μ * dist y 0 ^ 2 / 2 ≤ μ * y ^ 2 / 2
    rw [Real.dist_eq, sq_abs]
    exact le_of_eq (by ring)
  · have hx : μ * (-((L : ℝ) / μ)) = -L := by field_simp
    generalize -((L : ℝ) / μ) = x at hx ⊢
    intro y
    show μ * x ^ 2 / 2 + L * x + μ * dist y x ^ 2 / 2 ≤ μ * y ^ 2 / 2 + L * y
    rw [Real.dist_eq, sq_abs]
    exact le_of_eq (by linear_combination (x - y) * hx)
  · show (μ * (-((L : ℝ) / μ)) ^ 2 / 2 + L * (-((L : ℝ) / μ)))
      - (μ * (0 : ℝ) ^ 2 / 2 + L * 0) = -((L : ℝ) ^ 2 / (2 * μ))
    field_simp
    ring
  · rw [Real.dist_eq, sub_zero, abs_neg, abs_of_nonneg (by positivity)]
```

The distance 2L/μ is attained, with the same μ, by a different energy, E(x) = max(L|x|, μx²/2). Everywhere F(x) ≥ L|x| + Lx ≥ 0. At x = −2L/μ both entries of the maximum equal 2L²/μ and D(x) = −2L²/μ, so F(x) = 0 and x is a minimizer. The point 0 is one too, and the density-driven error vanishes here: this model attains the density bound but, for L > 0, not the lower energy bound.

```lean
/-- For the energy `max (L|x|) (μx²/2)` on the real line with a linear functional error, an
approximate ground state lies at distance exactly `2L/μ` from the exact one. -/
theorem density_bound_sharp {μ : ℝ} (hμ : 0 < μ) (L : ℝ≥0) :
    let E : ℝ → ℝ := fun x => max (L * |x|) (μ * x ^ 2 / 2)
    let D : ℝ → ℝ := fun x => L * x
    QuadraticGrowth E μ 0 ∧ LipschitzWith L D ∧
      IsGroundState (approxEnergy E D) (-(2 * L / μ)) ∧
      dist (-(2 * (L : ℝ) / μ)) 0 = 2 * L / μ := by
  intro E D
  have hL : (0 : ℝ) ≤ L := L.coe_nonneg
  have hq : 0 ≤ 2 * (L : ℝ) / μ := by positivity
  refine ⟨?_, lipschitz_linear L, ?_, ?_⟩
  · intro y
    have h0 : E 0 = 0 := by simp [E]
    rw [h0, Real.dist_eq, sq_abs, sub_zero, zero_add]
    exact le_max_right _ _
  · have hx : μ * (-(2 * (L : ℝ) / μ)) = -(2 * L) := by field_simp
    have hx0 : -(2 * (L : ℝ) / μ) ≤ 0 := by linarith
    generalize -(2 * (L : ℝ) / μ) = x at hx hx0 ⊢
    intro y
    show max (L * |x|) (μ * x ^ 2 / 2) + L * x ≤ max (L * |y|) (μ * y ^ 2 / 2) + L * y
    -- the approximate energy is at most zero at `x` and nonnegative everywhere
    have h1 : max (L * |x|) (μ * x ^ 2 / 2) ≤ -(L * x) := by
      apply max_le
      · rw [abs_of_nonpos hx0]
        exact le_of_eq (by ring)
      · exact le_of_eq (by linear_combination (x / 2) * hx)
    have h2 := le_max_left ((L : ℝ) * |y|) (μ * y ^ 2 / 2)
    have h3 := mul_le_mul_of_nonneg_left (neg_abs_le y) hL
    linarith
  · rw [Real.dist_eq, sub_zero, abs_neg, abs_of_nonneg hq]

end

end DensityDrivenError
```

```lean
#print axioms DensityDrivenError.density_bound_of_both_growth
-- 'DensityDrivenError.density_bound_of_both_growth' depends on axioms: [propext, Classical.choice, Quot.sound]
#print axioms DensityDrivenError.total_error_mem_Icc
-- 'DensityDrivenError.total_error_mem_Icc' depends on axioms: [propext, Classical.choice, Quot.sound]
#print axioms DensityDrivenError.harmonic_sharp
-- 'DensityDrivenError.harmonic_sharp' depends on axioms: [propext, Classical.choice, Quot.sound]
#print axioms DensityDrivenError.density_bound_sharp
-- 'DensityDrivenError.density_bound_sharp' depends on axioms: [propext, Classical.choice, Quot.sound]
```
